# Rodrigues' formula for rotating finite angular momentum matrices about a unit axis

A spin-1/2 is polarised along a direction m when a static field along the unit vector n is switched on. Let J be the spin operator, with three components, and ω the angular frequency of the precession. With ħ = 1 and the Hamiltonian ω n·J, the evolution operator after a time τ is exp(-it n·J), where t = ωτ. The density matrix contains a term proportional to m·J, and the evolution turns this term into

exp(-it n·J) (m·J) exp(it n·J).

Which component of the spin is this? The answer is w·J, where

w = cos t m + sin t (n×m) + (1 - cos t)(n·m) n.

This holds for three complex square matrices of any finite size that satisfy the angular momentum commutation relations. The letter t is an angle in radians, often written θ in textbooks. The same formula describes single-qubit gates and ideal pulses on a finite spin, as long as the Hamiltonian, taken in the rotating frame for a pulse, is a multiple of n·J with a fixed axis n.

## Matrices, components and rotations

```lean
import Mathlib

open Matrix Complex
open scoped Matrix.Norms.Operator

namespace GeneralAxisRotation

noncomputable section

variable {d : Type*} [Fintype d] [DecidableEq d]
```

The last line introduces `d`, a finite set of labels for the basis states. `Matrix d d ℂ` is then the type of complex square matrices indexed by those labels.

```lean
/-- The component `a·V = a₀V₀ + a₁V₁ + a₂V₂` of a triple of matrices along a real vector `a`. -/
def along (V : Fin 3 → Matrix d d ℂ) (a : Fin 3 → ℝ) : Matrix d d ℂ :=
  (a 0 : ℂ) • V 0 + (a 1 : ℂ) • V 1 + (a 2 : ℂ) • V 2
```

A triple of operators is a function on `Fin 3`, whose elements 0, 1, 2 stand for x, y, z. `along V a` is the component a·V for a real vector a, and the sign `•` multiplies a matrix or vector by a number.

```lean
/-- The angular momentum relations `[Jx,Jy] = iJz`, `[Jy,Jz] = iJx`, `[Jz,Jx] = iJy`. -/
def IsAngularMomentum (J : Fin 3 → Matrix d d ℂ) : Prop :=
  J 0 * J 1 - J 1 * J 0 = I • J 2 ∧
  J 1 * J 2 - J 2 * J 1 = I • J 0 ∧
  J 2 * J 0 - J 0 * J 2 = I • J 1
```

A definition ending in `Prop` is a statement that may be true or false of its arguments. This one says [J₀,J₁] = iJ₂ and its cyclic partners. It fixes ħ = 1 and does not ask J to be Hermitian.

```lean
/-- `V` is a vector operator with respect to `J`: `[J_k,V_k] = 0`, `[J_k,V_{k+1}] = iV_{k+2}`
and `[J_k,V_{k+2}] = -iV_{k+1}`, with the indices taken cyclically. -/
def IsVectorOperator (J V : Fin 3 → Matrix d d ℂ) : Prop :=
  ∀ k : Fin 3, J k * V k - V k * J k = 0 ∧
    J k * V (k + 1) - V (k + 1) * J k = I • V (k + 2) ∧
    J k * V (k + 2) - V (k + 2) * J k = -(I • V (k + 1))
```

A vector operator V is a triple whose commutators with J have the pattern that J has with itself. In a two-spin system, for example, the first spin is a vector operator with respect to the total spin. Index addition in `Fin 3` wraps around, so `k + 1` and `k + 2` run cyclically.

```lean
/-- The operator `exp(-it n·J)`. -/
def rotation (J : Fin 3 → Matrix d d ℂ) (n : Fin 3 → ℝ) (t : ℝ) : Matrix d d ℂ :=
  NormedSpace.exp ((-(I * (t : ℂ))) • along J n)
```

This is the matrix exponential exp(-it n·J). The inverse rotation will appear as `rotation J n (-t)`. If J is Hermitian, the two are adjoints of each other.

```lean
/-- The Rodrigues vector `cos t m + sin t (n × m) + (1 - cos t)(n·m) n`. -/
def rodrigues (n m : Fin 3 → ℝ) (t : ℝ) : Fin 3 → ℝ :=
  Real.cos t • m + Real.sin t • (n ⨯₃ m) + ((1 - Real.cos t) * (n ⬝ᵥ m)) • n
```

This is the vector w, with `⨯₃` for the cross product and `⬝ᵥ` for the dot product.

```lean
/-- The spin-1/2 matrices, half the Pauli matrices. -/
def spinHalf : Fin 3 → Matrix (Fin 2) (Fin 2) ℂ :=
  ![!![0, 1 / 2; 1 / 2, 0], !![0, -I / 2; I / 2, 0], !![1 / 2, 0; 0, -1 / 2]]
```

These are the spin-1/2 matrices S = σ/2, with σ the Pauli matrices.

```lean
/-- The spin-1/2 matrices satisfy the angular momentum relations. -/
theorem isAngularMomentum_witness : IsAngularMomentum spinHalf := by
  have s0 : spinHalf 0 = !![0, 1 / 2; 1 / 2, 0] := rfl
  have s1 : spinHalf 1 = !![0, -I / 2; I / 2, 0] := rfl
  have s2 : spinHalf 2 = !![1 / 2, 0; 0, -1 / 2] := rfl
  refine ⟨?_, ?_, ?_⟩ <;> ext i j <;> fin_cases i <;> fin_cases j <;>
    norm_num [s0, s1, s2, Matrix.mul_apply, Fin.sum_univ_two, Complex.ext_iff]
```

By hand, σ₀σ₁ = iσ₂ and σ₁σ₀ = -iσ₂, so [S₀,S₁] = (1/4)(2iσ₂) = iS₂, and the other two relations follow cyclically. Lean instead compares all four entries of each matrix equation: `fin_cases` lists them and `norm_num` computes them.

## From commutators to cross products

```lean
omit [DecidableEq d] in
/-- An angular momentum is a vector operator with respect to itself. -/
theorem IsAngularMomentum.isVectorOperator {J : Fin 3 → Matrix d d ℂ}
    (h : IsAngularMomentum J) : IsVectorOperator J J := by
  obtain ⟨h0, h1, h2⟩ := h
  have flip : ∀ {A B C : Matrix d d ℂ}, A * B - B * A = I • C → B * A - A * B = -(I • C) :=
    fun e => by rw [← e, neg_sub]
  intro k
  fin_cases k
  · exact ⟨sub_self _, h0, flip h2⟩
  · exact ⟨sub_self _, h1, flip h0⟩
  · exact ⟨sub_self _, h2, flip h1⟩
```

Every matrix commutes with itself, and [J₀,J₁] = iJ₂ is given. The remaining relation for k = 0 comes from reversing a commutator: [J₀,J₂] = -[J₂,J₀] = -iJ₁. The helper `flip` does this reversal, and the cases k = 1 and k = 2 are alike. Anything proved for vector operators therefore applies to J.

```lean
/-- For a vector operator `V`, the commutator of components is a cross product:
`[n·J, m·V] = i (n × m)·V`. -/
theorem commutator_along {J V : Fin 3 → Matrix d d ℂ} (h : IsVectorOperator J V)
    (n m : Fin 3 → ℝ) :
    along J n * along V m - along V m * along J n = I • along V (n ⨯₃ m) := by
  obtain ⟨h00, h01, h02⟩ : J 0 * V 0 - V 0 * J 0 = 0 ∧ J 0 * V 1 - V 1 * J 0 = I • V 2 ∧
    J 0 * V 2 - V 2 * J 0 = -(I • V 1) := h 0
  obtain ⟨h11, h12, h10⟩ : J 1 * V 1 - V 1 * J 1 = 0 ∧ J 1 * V 2 - V 2 * J 1 = I • V 0 ∧
    J 1 * V 0 - V 0 * J 1 = -(I • V 2) := h 1
  obtain ⟨h22, h20, h21⟩ : J 2 * V 2 - V 2 * J 2 = 0 ∧ J 2 * V 0 - V 0 * J 2 = I • V 1 ∧
    J 2 * V 1 - V 1 * J 2 = -(I • V 0) := h 2
  -- expand into the nine elementary commutators
  have key : along J n * along V m - along V m * along J n =
      ((n 0 : ℂ) * m 0) • (J 0 * V 0 - V 0 * J 0) + ((n 0 : ℂ) * m 1) • (J 0 * V 1 - V 1 * J 0)
      + ((n 0 : ℂ) * m 2) • (J 0 * V 2 - V 2 * J 0) + ((n 1 : ℂ) * m 0) • (J 1 * V 0 - V 0 * J 1)
      + ((n 1 : ℂ) * m 1) • (J 1 * V 1 - V 1 * J 1) + ((n 1 : ℂ) * m 2) • (J 1 * V 2 - V 2 * J 1)
      + ((n 2 : ℂ) * m 0) • (J 2 * V 0 - V 0 * J 2) + ((n 2 : ℂ) * m 1) • (J 2 * V 1 - V 1 * J 2)
      + ((n 2 : ℂ) * m 2) • (J 2 * V 2 - V 2 * J 2) := by
    simp only [along, add_mul, mul_add, smul_mul_assoc, mul_smul_comm]
    module
  have c0 : (n ⨯₃ m) 0 = n 1 * m 2 - n 2 * m 1 := by simp [cross_apply]
  have c1 : (n ⨯₃ m) 1 = n 2 * m 0 - n 0 * m 2 := by simp [cross_apply]
  have c2 : (n ⨯₃ m) 2 = n 0 * m 1 - n 1 * m 0 := by simp [cross_apply]
  rw [key, h00, h01, h02, h10, h11, h12, h20, h21, h22, along, c0, c1, c2]
  push_cast
  module
```

The arguments before the final colon are the hypotheses, and the equation after it is the conclusion. Expanding both components gives nine terms:

[n·J, m·V] = Σⱼₖ nⱼ mₖ [Jⱼ,Vₖ].

The three terms with j = k vanish. The other six combine to

i[(n₁m₂ - n₂m₁)V₀ + (n₂m₀ - n₀m₂)V₁ + (n₀m₁ - n₁m₀)V₂] = i(n×m)·V.

In the proof, `key` is the nine-term expansion, `rw` inserts the known commutators, and `module` collects the coefficients. The length of n plays no part yet.

## Precession and its solution

```lean
/-- For a unit axis `n`, the Rodrigues vector obeys the precession equation `dw/dt = n × w`. -/
theorem rodrigues_precession {n : Fin 3 → ℝ} (hn : n ⬝ᵥ n = 1) (m : Fin 3 → ℝ) (t : ℝ)
    (i : Fin 3) :
    HasDerivAt (fun s => rodrigues n m s i) ((n ⨯₃ rodrigues n m t) i) t := by
  have hc := Real.hasDerivAt_cos t
  have hs := Real.hasDerivAt_sin t
  have h1 := ((hc.mul_const (m i)).fun_add (hs.mul_const ((n ⨯₃ m) i))).fun_add
    (((hc.const_sub 1).mul_const (n ⬝ᵥ m)).mul_const (n i))
  refine HasDerivAt.congr_deriv h1 ?_
  rw [dotProduct, Fin.sum_univ_three] at hn
  have hd : n ⬝ᵥ m = n 0 * m 0 + n 1 * m 1 + n 2 * m 2 := by
    rw [dotProduct, Fin.sum_univ_three]
  have c0 : ∀ a b : Fin 3 → ℝ, (a ⨯₃ b) 0 = a 1 * b 2 - a 2 * b 1 := by
    intro a b; simp [cross_apply]
  have c1 : ∀ a b : Fin 3 → ℝ, (a ⨯₃ b) 1 = a 2 * b 0 - a 0 * b 2 := by
    intro a b; simp [cross_apply]
  have c2 : ∀ a b : Fin 3 → ℝ, (a ⨯₃ b) 2 = a 0 * b 1 - a 1 * b 0 := by
    intro a b; simp [cross_apply]
  have r : ∀ k, rodrigues n m t k = Real.cos t * m k + Real.sin t * (n ⨯₃ m) k
      + (1 - Real.cos t) * (n ⬝ᵥ m) * n k := fun k => rfl
  have hi : i = 0 ∨ i = 1 ∨ i = 2 := by omega
  -- the double cross product n × (n × m) uses |n| = 1
  rcases hi with rfl | rfl | rfl <;> simp only [c0, c1, c2, r, hd]
  · linear_combination Real.sin t * m 0 * hn
  · linear_combination Real.sin t * m 1 * hn
  · linear_combination Real.sin t * m 2 * hn
```

`HasDerivAt f f' t` says that f has derivative f' at t. The theorem states dw/dt = n×w for each component i. Differentiating w gives

dw/dt = -sin t m + cos t (n×m) + sin t (n·m) n.

For the other side, n×n = 0 removes the last term of w, which leaves

n×w = cos t (n×m) + sin t n×(n×m).

Since n·n = 1, the double product is n×(n×m) = (n·m)n - m, and the two sides agree. Lean finds the derivative from the sum and product rules, writes out the components, and uses `linear_combination` to add the required multiple of n·n = 1.

```lean
/-- The exponentials of `Y` and `-Y` are inverse to each other. -/
theorem exp_mul_exp_neg (Y : Matrix d d ℂ) :
    NormedSpace.exp Y * NormedSpace.exp (-Y) = 1 := by
  have h := Matrix.exp_add_of_commute Y (-Y) (Commute.refl Y).neg_right
  rw [add_neg_cancel, NormedSpace.exp_zero] at h
  exact h.symm
```

Y and -Y commute, so exp(Y) exp(-Y) = exp(Y - Y) = exp(0) = 1.

```lean
/-- A matrix curve with `dW/dt = [X, W]` is `W(t) = exp(tX) W(0) exp(-tX)`. -/
theorem commutator_flow (X : Matrix d d ℂ) (W : ℝ → Matrix d d ℂ)
    (hW : ∀ t, HasDerivAt W (X * W t - W t * X) t) (t : ℝ) :
    NormedSpace.exp (t • X) * W 0 * NormedSpace.exp (-(t • X)) = W t := by
  -- undoing the flow gives a constant curve
  have hF : ∀ s : ℝ, HasDerivAt
      (fun s : ℝ => NormedSpace.exp (s • (-X)) * W s * NormedSpace.exp (s • X)) 0 s := by
    intro s
    have h := ((hasDerivAt_exp_smul_const (-X) s).fun_mul (hW s)).fun_mul
      (hasDerivAt_exp_smul_const' X s)
    exact h.congr_deriv (by noncomm_ring)
  have hconst := is_const_of_deriv_eq_zero (fun s => (hF s).differentiableAt)
    (fun s => (hF s).deriv) 0 t
  simp only [zero_smul, neg_zero, NormedSpace.exp_zero, one_mul, mul_one, smul_neg] at hconst
  have e := exp_mul_exp_neg (t • X)
  rw [hconst]
  calc _ = (NormedSpace.exp (t • X) * NormedSpace.exp (-(t • X))) * W t *
        (NormedSpace.exp (t • X) * NormedSpace.exp (-(t • X))) := by simp only [mul_assoc]
    _ = W t := by rw [e, one_mul, mul_one]
```

Here W is any matrix function of a real variable that obeys dW/dt = [X,W] for a fixed matrix X. To solve the equation, undo the expected motion by setting

F(s) = exp(-sX) W(s) exp(sX).

The product rule gives

F'(s) = exp(-sX) (-XW + XW - WX + WX) exp(sX) = 0.

Thus F(t) = F(0) = W(0). Multiplying by exp(tX) on the left and exp(-tX) on the right yields

W(t) = exp(tX) W(0) exp(-tX).

The zero derivative is `hF`, with the cancellation done by `noncomm_ring`, which respects the order of factors. The constancy of F is `hconst`, and the closing `calc` removes the exponentials in pairs.

## The rotated component

```lean
/-- Rotation about a general axis: for a vector operator `V` and a unit vector `n`,
`exp(-it n·J) (m·V) exp(it n·J) = w·V` with `w` the Rodrigues vector. -/
theorem rotate_vectorOperator {J V : Fin 3 → Matrix d d ℂ} (h : IsVectorOperator J V)
    {n : Fin 3 → ℝ} (hn : n ⬝ᵥ n = 1) (m : Fin 3 → ℝ) (t : ℝ) :
    rotation J n t * along V m * rotation J n (-t) = along V (rodrigues n m t) := by
  have hW : ∀ s, HasDerivAt (fun s => along V (rodrigues n m s))
      (((-I) • along J n) * along V (rodrigues n m s)
        - along V (rodrigues n m s) * ((-I) • along J n)) s := by
    intro s
    have p := fun i => (rodrigues_precession hn m s i).ofReal_comp.smul_const (V i)
    have hd : HasDerivAt (fun s => along V (rodrigues n m s))
        (along V (n ⨯₃ rodrigues n m s)) s := ((p 0).fun_add (p 1)).fun_add (p 2)
    refine hd.congr_deriv ?_
    rw [smul_mul_assoc, mul_smul_comm, ← smul_sub, commutator_along h, smul_smul]
    simp
  have hX : t • ((-I) • along J n) = (-(I * (t : ℂ))) • along J n := by
    ext i j
    simp only [Matrix.smul_apply, Complex.real_smul, smul_eq_mul]
    ring
  have h0 : rodrigues n m 0 = m := by simp [rodrigues]
  have hneg : rotation J n (-t) = NormedSpace.exp (-((-(I * (t : ℂ))) • along J n)) := by
    simp [rotation]
  have key := commutator_flow _ _ hW t
  simp only [h0, hX] at key
  rw [hneg]
  exact key
```

Take W(t) = w(t)·V and X = -i n·J. By the precession equation, dW/dt = (n×w)·V. By the commutator formula,

[X,W] = -i · i (n×w)·V = (n×w)·V.

So W obeys the equation just solved. At t = 0 the vector w is m, hence

exp(-it n·J) (m·V) exp(it n·J) = w(t)·V.

In Lean, `hW` is the differential equation, `h0` the initial value, and `hX` and `hneg` match the exponents to the definition of `rotation`. The only assumption on J is that V is a vector operator with respect to it.

The vector w is m turned by the angle t about n in the right-handed sense. With the exponentials in the opposite order, as for operators in the Heisenberg picture, t changes sign.

```lean
/-- For an angular momentum `J` and a unit vector `n`, `exp(-it n·J) (m·J) exp(it n·J) = w·J`
with `w = cos t m + sin t (n × m) + (1 - cos t)(n·m) n`. -/
theorem rotate_angularMomentum {J : Fin 3 → Matrix d d ℂ} (h : IsAngularMomentum J)
    {n : Fin 3 → ℝ} (hn : n ⬝ᵥ n = 1) (m : Fin 3 → ℝ) (t : ℝ) :
    NormedSpace.exp ((-(I * (t : ℂ))) • along J n) * along J m *
      NormedSpace.exp ((I * (t : ℂ)) • along J n) =
    along J (Real.cos t • m + Real.sin t • (n ⨯₃ m) + ((1 - Real.cos t) * (n ⬝ᵥ m)) • n) := by
  simpa [rotation, rodrigues] using rotate_vectorOperator h.isVectorOperator hn m t
```

This is the answer to the opening question, with the exponentials and w written out. It is the previous theorem with V = J, and `simpa` unfolds the two definitions. What remains for the physicist is to identify the matrices with the angular momentum observables of an actual system. Orbital angular momentum on the full space of wave functions needs more than this, because that space is infinite-dimensional.

## Half and full turns

```lean
/-- A half turn about a unit axis `n` takes the component of a vector operator along `m` to
the component along `2(n·m)n - m`. -/
theorem half_turn {J V : Fin 3 → Matrix d d ℂ} (h : IsVectorOperator J V)
    {n : Fin 3 → ℝ} (hn : n ⬝ᵥ n = 1) (m : Fin 3 → ℝ) :
    rotation J n Real.pi * along V m * rotation J n (-Real.pi) =
      along V ((2 * (n ⬝ᵥ m)) • n - m) := by
  rw [rotate_vectorOperator h hn]
  congr 1
  rw [rodrigues, Real.cos_pi, Real.sin_pi]
  module
```

At t = π the cosine is -1 and the sine is 0, so

w = -m + 2(n·m)n.

The part of m along n is kept and the perpendicular part is reversed, as for an ideal refocusing pulse on a finite spin. The proof rewrites with the main theorem, inserts the two values and lets `module` rearrange the vector.

```lean
/-- A full turn `exp(-2πi n·J)` about a unit axis commutes with every component of a vector
operator. -/
theorem full_turn_commutes {J V : Fin 3 → Matrix d d ℂ} (h : IsVectorOperator J V)
    {n : Fin 3 → ℝ} (hn : n ⬝ᵥ n = 1) (m : Fin 3 → ℝ) :
    rotation J n (2 * Real.pi) * along V m = along V m * rotation J n (2 * Real.pi) := by
  have key := rotate_vectorOperator h hn m (2 * Real.pi)
  have hm : rodrigues n m (2 * Real.pi) = m := by simp [rodrigues]
  have hinv : rotation J n (-(2 * Real.pi)) * rotation J n (2 * Real.pi) = 1 := by
    have e := exp_mul_exp_neg ((I * ((2 * Real.pi : ℝ) : ℂ)) • along J n)
    simpa [rotation] using e
  rw [hm] at key
  -- multiply the rotation formula by the full turn from the right
  calc _ = rotation J n (2 * Real.pi) * along V m *
        (rotation J n (-(2 * Real.pi)) * rotation J n (2 * Real.pi)) := by rw [hinv, mul_one]
    _ = _ := by rw [← mul_assoc, key]

end

end GeneralAxisRotation
```

Write U = exp(-2πi n·J). At t = 2π the cosine is 1 and the sine is 0, so w = m and

U (m·V) U⁻¹ = m·V.

Multiplying by U on the right gives U (m·V) = (m·V) U. In the proof, `hm` says that w = m, `hinv` that the inverse rotation times U is 1, and the `calc` block carries out the multiplication.

The theorem says that U commutes with these components, which is weaker than U = 1. For spin-1/2 the full turn is in fact -1, a sign that cancels whenever an operator is conjugated.

```lean
#print axioms GeneralAxisRotation.rotate_angularMomentum
#print axioms GeneralAxisRotation.half_turn
#print axioms GeneralAxisRotation.full_turn_commutes
```

```
'GeneralAxisRotation.rotate_angularMomentum' depends on axioms: [propext, Classical.choice, Quot.sound]
'GeneralAxisRotation.half_turn' depends on axioms: [propext, Classical.choice, Quot.sound]
'GeneralAxisRotation.full_turn_commutes' depends on axioms: [propext, Classical.choice, Quot.sound]
```
